# For \(t>0\), hopping on a triangle lowers the energy of one electron by \(2t\) but that of one hole by only \(t\)

Put one spinless electron on three equivalent sites, joined pairwise by a hopping amplitude \(-t\) with \(t>0\). Now put two such electrons there instead, so that one site is empty and the vacancy, or hole, moves. On a ring of four equivalent sites with hopping only between neighbours, electron and hole would have the same one-particle levels. On the triangle they do not.

## Levels, traces and the empty site

Number the sites \(0,1,2\). Let \(A\) be the adjacency matrix of the triangle, \(J\) the \(3\times3\) matrix of ones and \(\mathbb 1\) the identity. The hopping matrix is
\[ h=-tA=t(\mathbb 1-J). \]
\(J\) has eigenvalue 3 on the uniform vector and 0 on vectors whose entries sum to zero. So \(h\) has the levels \(-2t,t,t\), and
\[ \operatorname{tr}h^3=-8t^3+t^3+t^3=-6t^3 . \]

Suppose \(PhP^{-1}=-h\) for an invertible \(P\). For odd \(k\), \(Ph^kP^{-1}=(-h)^k=-h^k\). Taking traces gives \(\operatorname{tr}h^k=-\operatorname{tr}h^k\), hence \(\operatorname{tr}h^k=0\). At \(k=3\) this contradicts \(-6t^3\neq0\).

If the on-site energies are zero and hopping only joins two different sublattices, such a \(P\) exists. Let \(S\) be diagonal with entries \(s_i=+1\) on one sublattice and \(-1\) on the other. Then \((ShS)_{ij}=s_is_jh_{ij}=-h_{ij}\), because \(s_is_j=-1\) wherever \(h_{ij}\ne0\).

For the hole, write the two-electron amplitude as an antisymmetric matrix \(\Psi\), with \(\Psi_{01}=v_2\), \(\Psi_{12}=v_0\), \(\Psi_{20}=v_1\). Thus \(v_i\) is the amplitude for site \(i\) to be empty. Each electron hops with \(h\) and the two do not interact, so the Hamiltonian sends \(\Psi\) to \(h\Psi+\Psi h^{T}\). Its \((0,1)\) entry is
\[ (h_{00}+h_{11})v_2-h_{02}v_0-h_{12}v_1=(\operatorname{tr}h)\,v_2-\sum_k h_{k2}v_k . \]
The other entries follow by cyclic permutation and antisymmetry. The vacancy is therefore governed by \(-h^{T}\), plus the constant \(\operatorname{tr}h\), which is zero on the triangle.

For a normalised amplitude \(\psi\), put \(s=\sum_i\psi_i\). Since \(\psi^\dagger J\psi=|s|^2\), the electron's energy is \(t(1-|s|^2)\). The identity
\[ 3\sum_i|\psi_i|^2-|s|^2=\sum_{i<j}|\psi_i-\psi_j|^2\ge0 \]
gives \(|s|^2\le3\), so the minimum is \(-2t\), reached at \((1,1,1)/\sqrt3\). The hole's energy is \(t(|s|^2-1)\ge-t\), with equality at \((1,-1,0)/\sqrt2\).

Take \(t=2\). The levels are \(-4,2,2\), and the sum of their cubes is \(-64+8+8=-48=-6\cdot2^3\). One electron has lowest energy \(-4\). The level \(-4\) is simple and holds only one spinless electron, so the lowest energy of two is \(-4+2=-2\), which is the hole's \(-t\).

At \(t=0\) the contrast disappears: \(h=0\) equals its own negative, and both lowest energies are zero.

## Matrices for the electron and the hole

In Lean 4 with Mathlib:

```lean
import Mathlib

open Matrix

namespace TriangleParticleHole

noncomputable section
```

The parameter `t` is real and the matrix entries are complex. The on-site energy is fixed at zero.

```lean
/-- The hopping matrix of the triangle: `-t` between any two different sites, zero on site. -/
def triangle (t : ℝ) : Matrix (Fin 3) (Fin 3) ℂ :=
  !![0, -(t : ℂ), -(t : ℂ); -(t : ℂ), 0, -(t : ℂ); -(t : ℂ), -(t : ℂ), 0]
```

The hole matrix uses the transpose without complex conjugation. For the triangle, which is symmetric, it is simply \(-h\).

```lean
/-- The one-hole matrix belonging to a one-electron matrix `h`: the negative transpose. -/
def holeMatrix {n : Type*} (h : Matrix n n ℂ) : Matrix n n ℂ := -hᵀ
```

The name `pair` means the two-electron amplitude \(\Psi\) and implies no binding. If \(v\) is normalised, the entries of `pair v` have total squared modulus 2, so the normalised amplitude is `pair v` divided by \(\sqrt2\).

```lean
/-- The antisymmetric two-electron amplitude on three sites in which site `i` is empty
with amplitude `v i`. -/
def pair (v : Fin 3 → ℂ) : Matrix (Fin 3) (Fin 3) ℂ :=
  !![0, v 2, -v 1; -v 2, 0, v 0; v 1, -v 0, 0]
```

An energy here is \(\operatorname{Re}\psi^\dagger h\psi\), which for a normalised \(\psi\) is the real part of the expectation value. For the Hermitian matrices of the triangle the real part discards nothing. The set `energies h` collects the values over normalised amplitudes.

```lean
/-- The real part of `ψ†hψ`. For a normalised amplitude `ψ` this is the real part of the expectation
value of `h`. -/
def energy (h : Matrix (Fin 3) (Fin 3) ℂ) (ψ : Fin 3 → ℂ) : ℝ :=
  (star ψ ⬝ᵥ (h *ᵥ ψ)).re

/-- The set of energies that `h` takes in normalised amplitudes. -/
def energies (h : Matrix (Fin 3) (Fin 3) ℂ) : Set ℝ :=
  {E | ∃ ψ : Fin 3 → ℂ, ∑ i, Complex.normSq (ψ i) = 1 ∧ energy h ψ = E}
```

## The spectrum is not symmetric about zero

The characteristic polynomial records the levels with their multiplicities. It and the trace are found by expanding the \(3\times3\) expressions directly, without the matrix \(J\).

```lean
/-- The characteristic polynomial of the triangle has the simple root `-2t` and the
double root `t` (for `t = 0` they merge). -/
theorem triangle_charpoly (t : ℝ) :
    (triangle t).charpoly =
      (Polynomial.X + 2 * Polynomial.C (t : ℂ)) *
        (Polynomial.X - Polynomial.C (t : ℂ)) ^ 2 := by
  simp [Matrix.charpoly, Matrix.det_fin_three, triangle]
  ring

/-- The trace of the cube of the triangle's hopping matrix is `-6t³`. -/
theorem triangle_trace_cube (t : ℝ) : ((triangle t) ^ 3).trace = -6 * (t : ℂ) ^ 3 := by
  simp [triangle, pow_succ, Matrix.trace, Fin.sum_univ_three]
  ring
```

The trace argument holds for complex matrices of any finite size. `Units.conj_pow` supplies \((PhP^{-1})^k=Ph^kP^{-1}\), `hk.neg_pow` brings out the sign for odd \(k\), and cyclicity of the trace removes \(P\).

```lean
/-- If a matrix is similar to its own negative, all its odd powers have trace zero. -/
theorem trace_odd_pow_eq_zero {n : Type*} [Fintype n] [DecidableEq n]
    (h : Matrix n n ℂ) (P : (Matrix n n ℂ)ˣ)
    (hP : (P : Matrix n n ℂ) * h * ((P⁻¹ : (Matrix n n ℂ)ˣ) : Matrix n n ℂ) = -h)
    (k : ℕ) (hk : Odd k) : (h ^ k).trace = 0 := by
  have e := Units.conj_pow P h k
  rw [hP, hk.neg_pow] at e
  -- the trace does not see the change of basis
  have e' := congrArg Matrix.trace e
  rw [Matrix.trace_neg, Matrix.trace_mul_comm, ← mul_assoc, Units.inv_mul, one_mul] at e'
  linear_combination (-1 / 2 : ℂ) * e'
```

Setting \(k=3\) excludes every invertible complex \(P\), unitary or not. For one electron on the triangle, the sign of a nonzero \(t\) therefore cannot be removed by a change of basis. Reversing it gives the hole's matrix, so the levels of one electron at \(-t\) are those of one hole at \(t\).

```lean
/-- For nonzero hopping, no invertible change of basis turns the triangle's hopping matrix
into its negative. -/
theorem triangle_not_similar_neg (t : ℝ) (ht : t ≠ 0) :
    ¬ ∃ P : (Matrix (Fin 3) (Fin 3) ℂ)ˣ,
      (P : Matrix (Fin 3) (Fin 3) ℂ) * triangle t *
        ((P⁻¹ : (Matrix (Fin 3) (Fin 3) ℂ)ˣ) : Matrix (Fin 3) (Fin 3) ℂ) = -triangle t := by
  rintro ⟨P, hP⟩
  have h3 := trace_odd_pow_eq_zero (triangle t) P hP 3 (by decide)
  rw [triangle_trace_cube] at h3
  have ht' : (t : ℂ) ≠ 0 := Complex.ofReal_ne_zero.mpr ht
  exact mul_ne_zero (by norm_num) (pow_ne_zero 3 ht') h3
```

In the sublattice theorem, `sub` assigns each site to one of two classes. The hypothesis `hb` forbids hopping within a class and, taking `i = j`, also sets the on-site energies to zero. The proof compares entries for the four combinations of classes.

```lean
/-- If all on-site energies are zero and hopping only connects two different sublattices, the
diagonal matrix of staggered signs is its own inverse and turns the hopping matrix into its
negative. -/
theorem bipartite_similar_neg {n : Type*} [Fintype n] [DecidableEq n]
    (h : Matrix n n ℂ) (sub : n → Bool) (hb : ∀ i j, sub i = sub j → h i j = 0) :
    let S : Matrix n n ℂ := Matrix.diagonal fun i => if sub i then 1 else -1
    S * S = 1 ∧ S * h * S = -h := by
  intro S
  constructor
  · rw [Matrix.diagonal_mul_diagonal, ← Matrix.diagonal_one]
    congr 1
    funext i
    cases sub i <;> simp
  · ext i j
    rw [Matrix.mul_diagonal, Matrix.diagonal_mul, Matrix.neg_apply]
    have hij := hb i j
    cases hi : sub i <;> cases hj : sub j <;> simp_all
```

## Two electrons as one vacancy

Antisymmetry makes the diagonal of \(\Psi\) vanish, and the three remaining independent entries are the components of \(v\). Every antisymmetric amplitude is thus covered.

```lean
/-- Every antisymmetric two-electron amplitude on three sites is described by the
amplitudes of its empty site. -/
theorem antisymmetric_eq_pair (Ψ : Matrix (Fin 3) (Fin 3) ℂ) (hΨ : Ψᵀ = -Ψ) :
    ∃ v, Ψ = pair v := by
  have h : ∀ i j, Ψ j i = -Ψ i j := fun i j => congrFun (congrFun hΨ i) j
  have d : ∀ i, Ψ i i = 0 := fun i => by linear_combination (1 / 2 : ℂ) * h i i
  refine ⟨![Ψ 1 2, Ψ 2 0, Ψ 0 1], ?_⟩
  ext i j
  fin_cases i <;> fin_cases j <;> simp [pair, d, h 2 0, h 0 1, h 1 2]
```

The next theorem justifies the definition of `holeMatrix`. It holds for any complex \(3\times3\) matrix `h`, and its proof checks all nine entries as was done above for \((0,1)\).

```lean
/-- Two spinless electrons on three sites, each governed by `h`, act as one hole governed by
the hole matrix, up to the constant energy `tr h`. -/
theorem two_electrons_eq_one_hole (h : Matrix (Fin 3) (Fin 3) ℂ) (v : Fin 3 → ℂ) :
    h * pair v + pair v * hᵀ = pair (h.trace • v + holeMatrix h *ᵥ v) := by
  ext i j
  -- write both products as sums over the sites, then compare entry by entry
  rw [Matrix.add_apply, Matrix.mul_apply, Matrix.mul_apply]
  fin_cases i <;> fin_cases j <;>
    simp [pair, holeMatrix, Matrix.trace, Matrix.mulVec, dotProduct,
      Fin.sum_univ_three] <;> ring
```

## The two lowest energies

The energy formula is stated for unnormalised amplitudes too, so the total weight \(\sum_i|\psi_i|^2\) appears where the derivation had 1.

```lean
/-- The energy on the triangle is `t` times the difference between the total weight and the
squared modulus of the summed amplitude. -/
theorem energy_triangle (t : ℝ) (ψ : Fin 3 → ℂ) :
    energy (triangle t) ψ =
      t * (∑ i, Complex.normSq (ψ i) - Complex.normSq (∑ i, ψ i)) := by
  simp [energy, triangle, Matrix.mulVec, dotProduct, Fin.sum_univ_three,
    Complex.normSq_apply]
  ring
```

`IsLeast` says that the value is attained and that no energy lies below it. For the electron, `c` is the amplitude \(1/\sqrt3\), and `key` is the bound \(|s|^2\le3\), obtained from squares of differences of real and imaginary parts.

```lean
/-- For `t ≥ 0` the lowest energy of one electron on the triangle is `-2t`. -/
theorem electron_ground_energy (t : ℝ) (ht : 0 ≤ t) :
    IsLeast (energies (triangle t)) (-2 * t) := by
  constructor
  · -- the uniform amplitude reaches the bound
    obtain ⟨c, hc⟩ : ∃ c : ℝ, c * c = 1 / 3 :=
      ⟨Real.sqrt (1 / 3), Real.mul_self_sqrt (by norm_num)⟩
    refine ⟨fun _ => (c : ℂ), ?_, ?_⟩
    · simp only [Fin.sum_univ_three, Complex.normSq_ofReal]
      linarith
    · rw [energy_triangle]
      simp only [Fin.sum_univ_three, ← Complex.ofReal_add, Complex.normSq_ofReal]
      linear_combination (-6 * t) * hc
  · rintro E ⟨ψ, hψ, rfl⟩
    rw [energy_triangle, hψ]
    -- the summed amplitude has squared modulus at most three
    have key : Complex.normSq (∑ i, ψ i) ≤ 3 * ∑ i, Complex.normSq (ψ i) := by
      simp only [Fin.sum_univ_three, Complex.normSq_apply, Complex.add_re, Complex.add_im]
      nlinarith [sq_nonneg ((ψ 0).re - (ψ 1).re), sq_nonneg ((ψ 1).re - (ψ 2).re),
        sq_nonneg ((ψ 0).re - (ψ 2).re), sq_nonneg ((ψ 0).im - (ψ 1).im),
        sq_nonneg ((ψ 1).im - (ψ 2).im), sq_nonneg ((ψ 0).im - (ψ 2).im)]
    rw [hψ] at key
    nlinarith [mul_le_mul_of_nonneg_left key ht]
```

For the hole, `hT` rewrites the hole matrix as the triangle with hopping parameter \(-t\), so the same energy formula applies. The bound is then \(|s|^2\ge0\), and `c` is \(1/\sqrt2\).

```lean
/-- For `t ≥ 0` the lowest energy of one hole on the triangle, measured by the hole matrix,
is `-t`. -/
theorem hole_ground_energy (t : ℝ) (ht : 0 ≤ t) :
    IsLeast (energies (holeMatrix (triangle t))) (-t) := by
  -- a hole sees the triangle with the sign of the hopping reversed
  have hT : holeMatrix (triangle t) = triangle (-t) := by
    ext i j
    fin_cases i <;> fin_cases j <;> simp [holeMatrix, triangle]
  rw [hT]
  constructor
  · obtain ⟨c, hc⟩ : ∃ c : ℝ, c * c = 1 / 2 :=
      ⟨Real.sqrt (1 / 2), Real.mul_self_sqrt (by norm_num)⟩
    have hn : ∑ i, Complex.normSq ((![(c : ℂ), -(c : ℂ), 0] : Fin 3 → ℂ) i) = 1 := by
      simp [Fin.sum_univ_three, Complex.normSq_ofReal]
      linarith
    refine ⟨![(c : ℂ), -(c : ℂ), 0], hn, ?_⟩
    rw [energy_triangle, hn]
    simp [Fin.sum_univ_three]
  · rintro E ⟨ψ, hψ, rfl⟩
    rw [energy_triangle, hψ]
    nlinarith [mul_nonneg ht (Complex.normSq_nonneg (∑ i, ψ i))]

end

end TriangleParticleHole
```

These numbers belong to a simplified model: an isolated triangle with one orbital per site, equal hopping on all three bonds, and spin-polarised electrons that do not interact. With both spin directions available, two non-interacting electrons could share the lowest level and reach \(-4t\).

```lean
#print axioms TriangleParticleHole.triangle_not_similar_neg
-- 'TriangleParticleHole.triangle_not_similar_neg' depends on axioms: [propext, Classical.choice, Quot.sound]
#print axioms TriangleParticleHole.two_electrons_eq_one_hole
-- 'TriangleParticleHole.two_electrons_eq_one_hole' depends on axioms: [propext, Classical.choice, Quot.sound]
#print axioms TriangleParticleHole.electron_ground_energy
-- 'TriangleParticleHole.electron_ground_energy' depends on axioms: [propext, Classical.choice, Quot.sound]
#print axioms TriangleParticleHole.hole_ground_energy
-- 'TriangleParticleHole.hole_ground_energy' depends on axioms: [propext, Classical.choice, Quot.sound]
```
